# Kraus operators with ∑ K_k† K_k = 1 as a unitary evolution with a finite environment

To run a noise process on a simulator or a quantum circuit that applies only unitary gates, one can add an ancilla in a fixed level, apply a joint unitary, and discard the ancilla. If the noise is given by finitely many Kraus operators on a finite-dimensional system, such a unitary exists exactly when the operators satisfy the completeness relation.

## The claim and its derivation

Let K_k be n × n complex matrices, where k runs over r ≥ 1 levels of an environment, and let e be one of these levels. Write † for the conjugate transpose and Tr_env for the trace over the environment. Then

∑_k K_k† K_k = 1

holds if and only if there is a unitary U on system ⊗ environment with

Tr_env[U (X ⊗ |e⟩⟨e|) U†] = ∑_k K_k X K_k† for every n × n matrix X.

**Any U gives a Kraus form.** Define the blocks B_k = ⟨k|U|e⟩, with entries (B_k)_ab = U_(a,k),(b,e). The projector |e⟩⟨e| keeps only the columns of U with environment label e, so

Tr_env[U (X ⊗ |e⟩⟨e|) U†]_ab = ∑_k ∑_cd (B_k)_ac X_cd conj((B_k)_bd) = ∑_k (B_k X B_k†)_ab.

**Unitarity gives completeness of the blocks.** The entry of U†U = 1 at row (a,e) and column (b,e) reads

∑_k ∑_c conj((B_k)_ca) (B_k)_cb = δ_ab,

which is ∑_k B_k† B_k = 1.

**Completeness gives a unitary.** Prescribe the n columns of U labelled (b,e) by U_(a,k),(b,e) = (K_k)_ab. The inner product of columns (a,e) and (b,e) is

∑_k ∑_c conj((K_k)_ca) (K_k)_cb = (∑_k K_k† K_k)_ab = δ_ab.

The prescribed columns are therefore orthonormal, and they extend to an orthonormal basis of the nr-dimensional joint space. With the basis vectors as columns, U is unitary and B_k = K_k. The first step then gives the required evolution.

**A unitary forces completeness.** Suppose that U reproduces the map of the K_k. By cyclicity,

Tr(∑_k K_k X K_k†) = Tr[(∑_k K_k† K_k) X].

The same map is given by the blocks B_k, for which the sum in brackets is 1, so the trace is also Tr X. Choosing X = |j⟩⟨i| and using Tr(A|j⟩⟨i|) = A_ij gives ∑_k K_k† K_k = 1 entry by entry.

## Completing the columns in code, and a case with no unitary

Numerically, one stacks the K_k into an nr × n matrix V with orthonormal columns. A full QR factorisation of V supplies the missing n(r − 1) columns. The first n columns should be taken from V itself, since those of Q may differ by phases. Column b of V then becomes column (b,e) of U, with row a of K_k placed in row (a,k). The added columns fill the remaining positions, with their rows reordered in the same way.

Without completeness the construction fails. For a qubit, take the single operator K = diag(1, 0). It sends |1⟩⟨1| to zero, whereas a joint unitary followed by the partial trace keeps the trace equal to 1. This is what happens when only the no-decay branch of a fully decaying qubit is retained.

## Joint operators and the reduced evolution

The finite types `n` and `κ` label the basis states of the system and the environment.

In Lean 4 with Mathlib:

```lean
import Mathlib

open Matrix
open scoped Kronecker

namespace UnitaryDilation

noncomputable section

variable {n κ : Type*} [Fintype n] [DecidableEq n] [Fintype κ] [DecidableEq κ]
```

A joint operator is a matrix indexed by pairs, system label first. The partial trace sums over equal environment labels.

```lean
/-- The partial trace over the environment of an operator on system ⊗ environment. -/
def traceEnv (M : Matrix (n × κ) (n × κ) ℂ) : Matrix n n ℂ :=
  Matrix.of fun a b => ∑ k, M (a, k) (b, k)
```

The Kraus map is defined for any family `K`, without assuming completeness.

```lean
/-- The map `X ↦ ∑ K_k X K_k†` with Kraus operators `K_k`. -/
def krausMap (K : κ → Matrix n n ℂ) (X : Matrix n n ℂ) : Matrix n n ℂ :=
  ∑ k, K k * X * (K k)ᴴ
```

In `openEvolution`, `Matrix.single e e 1` is the projector |e⟩⟨e|. The environment starts in a pure level, uncorrelated with the system. The argument `X` is an arbitrary matrix, so density matrices are included.

```lean
/-- The reduced evolution of the system: attach the environment in level `e`, apply `U` to the
joint system, and trace out the environment. -/
def openEvolution (U : Matrix (n × κ) (n × κ) ℂ) (e : κ) (X : Matrix n n ℂ) : Matrix n n ℂ :=
  traceEnv (U * (X ⊗ₖ Matrix.single e e (1 : ℂ)) * Uᴴ)
```

The block B_k is `krausBlock U e k`.

```lean
/-- The system operator `⟨k|U|e⟩`, a block of the joint operator `U` between the environment
levels `e` and `k`. -/
def krausBlock (U : Matrix (n × κ) (n × κ) ℂ) (e k : κ) : Matrix n n ℂ :=
  Matrix.of fun a b => U (a, k) (b, e)
```

## From a joint operator to its Kraus blocks

The next theorem is the first step of the derivation, and it needs no unitarity. The auxiliary statement `h` says that U(X ⊗ |e⟩⟨e|) vanishes in every column whose environment label differs from `e`, and equals B_k X in the others. Multiplication by U† and the sum over `k` then give the Kraus form.

```lean
omit [DecidableEq n] in
/-- The reduced evolution under any joint operator `U` is the Kraus map whose operators are the
blocks `⟨k|U|e⟩`. -/
theorem openEvolution_eq_krausMap (U : Matrix (n × κ) (n × κ) ℂ) (e : κ) (X : Matrix n n ℂ) :
    openEvolution U e X = krausMap (krausBlock U e) X := by
  ext a b
  -- the environment projector keeps only the columns with environment level `e`
  have h : ∀ k c l, (U * (X ⊗ₖ Matrix.single e e (1 : ℂ))) (a, k) (c, l) =
      if l = e then (krausBlock U e k * X) a c else 0 := by
    intro k c l
    rcases eq_or_ne l e with hl | hl
    · subst hl
      simp [Matrix.mul_apply, Fintype.sum_prod_type, Matrix.single_apply, krausBlock]
    · simp [Matrix.mul_apply, hl, hl.symm]
  simp only [openEvolution, traceEnv, krausMap, Matrix.of_apply, Matrix.sum_apply]
  refine Finset.sum_congr rfl fun k _ => ?_
  rw [Matrix.mul_apply, Fintype.sum_prod_type, Matrix.mul_apply]
  refine Finset.sum_congr rfl fun c _ => ?_
  simp only [h]
  simp [krausBlock, Matrix.conjTranspose_apply]
```

For unitary `U`, completeness is read off from the entries of U†U = 1 between `(a, e)` and `(b, e)`. `Finset.sum_comm` exchanges the sums over system and environment labels.

```lean
/-- The blocks `⟨k|U|e⟩` of a unitary `U` satisfy the completeness relation of Kraus operators. -/
theorem sum_krausBlock (U : Matrix (n × κ) (n × κ) ℂ) (hU : U ∈ unitaryGroup (n × κ) ℂ) (e : κ) :
    ∑ k, (krausBlock U e k)ᴴ * krausBlock U e k = 1 := by
  ext a b
  have h := congrFun (congrFun (mem_unitaryGroup_iff'.mp hU) (a, e)) (b, e)
  simp only [Matrix.mul_apply, Matrix.star_apply, Matrix.one_apply, Fintype.sum_prod_type,
    Prod.mk.injEq, and_true] at h
  rw [Finset.sum_comm] at h
  simpa [krausBlock, Matrix.sum_apply, Matrix.mul_apply, Matrix.one_apply] using h
```

## From complete Kraus operators to a unitary

The inner product is first written in components, conjugate-linear in its first argument.

```lean
/-- The inner product of two state vectors written in components. -/
theorem inner_eq_sum {ι : Type*} [Fintype ι] (x y : EuclideanSpace ℂ ι) :
    inner ℂ x y = ∑ p, star (x p) * y p := by
  simp [PiLp.inner_apply, mul_comm]
```

The family `v` contains the prescribed columns. Only its members with environment label `e` are used, and `hv` derives their orthonormality from `hK`. The extension lemma returns a basis `b` of the joint space that agrees with `v` on those labels. The matrix with columns `b q` is unitary because `b` is orthonormal, and its blocks are the given `K k`.

```lean
/-- Kraus operators obeying the completeness relation are the blocks `⟨k|U|e⟩` of some unitary
`U` on system ⊗ environment. -/
theorem exists_unitary_krausBlock (K : κ → Matrix n n ℂ) (hK : ∑ k, (K k)ᴴ * K k = 1) (e : κ) :
    ∃ U ∈ unitaryGroup (n × κ) ℂ, ∀ k, krausBlock U e k = K k := by
  let v : n × κ → EuclideanSpace ℂ (n × κ) := fun q => WithLp.toLp 2 fun p => K p.2 p.1 q.1
  -- completeness says that the prescribed columns are orthonormal
  have hv : Orthonormal ℂ (Set.domRestrict {q : n × κ | q.2 = e} v) := by
    classical
    rw [orthonormal_iff_ite]
    rintro ⟨⟨a, k⟩, hk⟩ ⟨⟨b, l⟩, hl⟩
    change k = e at hk
    change l = e at hl
    subst hk
    subst hl
    have h := congrFun (congrFun hK a) b
    simp only [Matrix.sum_apply, Matrix.mul_apply, Matrix.conjTranspose_apply,
      Matrix.one_apply] at h
    rw [Finset.sum_comm] at h
    rw [inner_eq_sum, Fintype.sum_prod_type]
    change ∑ x, ∑ y, star (K y x a) * K y x b = _
    simpa using h
  -- fill up the remaining columns to an orthonormal basis of the joint space
  obtain ⟨b, hb⟩ := hv.exists_orthonormalBasis_extension_of_card_eq (by simp)
  refine ⟨Matrix.of fun p q => b q p, ?_, ?_⟩
  · rw [mem_unitaryGroup_iff']
    ext p q
    have h := orthonormal_iff_ite.mp b.orthonormal p q
    rw [inner_eq_sum] at h
    simpa [Matrix.mul_apply, Matrix.star_apply, Matrix.one_apply] using h
  · intro k
    ext a c
    have h := hb (c, e) rfl
    simp [krausBlock, h, v]
```

## The equivalence

The trace identity follows from cyclicity, applied term by term.

```lean
omit [DecidableEq n] [DecidableEq κ] in
/-- The trace after a Kraus map is the trace of `(∑ K_k† K_k) X`. -/
theorem trace_krausMap (K : κ → Matrix n n ℂ) (X : Matrix n n ℂ) :
    (krausMap K X).trace = ((∑ k, (K k)ᴴ * K k) * X).trace := by
  simp only [krausMap, Matrix.trace_sum, Finset.sum_mul]
  refine Finset.sum_congr rfl fun k _ => ?_
  rw [Matrix.trace_mul_comm, ← Matrix.mul_assoc]
```

In the main theorem, `U` is chosen before `X`, so one unitary serves all inputs. The level `e` is given in advance, and its existence encodes r ≥ 1. The theorem starts from given Kraus operators; it does not derive them from complete positivity, and it does not say that U is unique.

The forward direction combines the constructed unitary with the block formula. In the reverse direction, `ht` compares traces and `hs` extracts matrix entries with |j⟩⟨i|.

```lean
/-- **Unitary dilation.** Kraus operators satisfy `∑ K_k† K_k = 1` if and only if their map is the
reduced evolution under some unitary on system ⊗ environment, with the environment starting in the
level `e`. -/
theorem unitary_dilation_iff (K : κ → Matrix n n ℂ) (e : κ) :
    ∑ k, (K k)ᴴ * K k = 1 ↔
      ∃ U ∈ unitaryGroup (n × κ) ℂ, ∀ X, openEvolution U e X = krausMap K X := by
  constructor
  · intro hK
    obtain ⟨U, hU, hB⟩ := exists_unitary_krausBlock K hK e
    refine ⟨U, hU, fun X => ?_⟩
    rw [openEvolution_eq_krausMap, funext hB]
  · rintro ⟨U, hU, h⟩
    -- the unitary evolution preserves every trace
    have ht : ∀ X, ((∑ k, (K k)ᴴ * K k) * X).trace = X.trace := by
      intro X
      rw [← trace_krausMap, ← h X, openEvolution_eq_krausMap, trace_krausMap,
        sum_krausBlock U hU e, Matrix.one_mul]
    -- matrix units read off the single entries
    have hs : ∀ (A : Matrix n n ℂ) (i j : n), (A * Matrix.single j i (1 : ℂ)).trace = A i j := by
      intro A i j
      simp [Matrix.trace, Matrix.mul_apply, Matrix.single_apply, ite_and]
    ext i j
    have h1 := hs (∑ k, (K k)ᴴ * K k) i j
    have h2 := hs 1 i j
    rw [ht] at h1
    rw [Matrix.one_mul] at h2
    exact h1.symm.trans h2
```

## Amplitude damping from an excitation exchange

For two qubits, let an excitation stay on the system with real amplitude c or hop to the environment with amplitude s.

```lean
/-- The exchange of one excitation between a system qubit and an environment qubit, with amplitude
`c` to stay, `s` to hop from system to environment, and `-s` for the reverse hop. -/
def exchange (c s : ℝ) : Matrix (Fin 2 × Fin 2) (Fin 2 × Fin 2) ℂ :=
  Matrix.of fun p q =>
    if p = q then (if p.1 = p.2 then 1 else (c : ℂ))
    else if p = (0, 1) ∧ q = (1, 0) then (s : ℂ)
    else if p = (1, 0) ∧ q = (0, 1) then -(s : ℂ)
    else 0
```

The condition c² + s² = 1 is conservation of probability for the single excitation. Unitarity is checked entry by entry.

```lean
/-- The excitation exchange is unitary when `c² + s² = 1`. -/
theorem exchange_unitary (c s : ℝ) (h : c ^ 2 + s ^ 2 = 1) :
    exchange c s ∈ unitaryGroup (Fin 2 × Fin 2) ℂ := by
  have hc : (c : ℂ) ^ 2 + (s : ℂ) ^ 2 = 1 := by exact_mod_cast h
  rw [mem_unitaryGroup_iff']
  ext ⟨i, j⟩ ⟨k, l⟩
  fin_cases i <;> fin_cases j <;> fin_cases k <;> fin_cases l <;>
    simp [exchange, Matrix.mul_apply, Matrix.star_apply,
      Fintype.sum_prod_type, Fin.sum_univ_two] <;>
    first
      | linear_combination hc
      | ring1
```

With the environment in level 0, the blocks are B_0 = diag(1, c) and B_1 = s|0⟩⟨1|. Substituting them into the Kraus form gives the matrix below: population moves from level 1 to level 0 with weight s², and the coherences are multiplied by c. This formula holds for all real c and s; the normalisation is needed only for the exchange to be unitary. For c ≥ 0 and c² + s² = 1 the map is amplitude damping with decay probability s².

```lean
/-- With the environment qubit starting in level 0, the reduced evolution under `exchange c s` adds
`s²` times the level-1 entry `X 1 1` to `X 0 0`, multiplies `X 1 1` by `c²`, and multiplies the
off-diagonal entries by `c`. -/
theorem openEvolution_exchange (c s : ℝ) (X : Matrix (Fin 2) (Fin 2) ℂ) :
    openEvolution (exchange c s) 0 X =
      !![X 0 0 + (s : ℂ) ^ 2 * X 1 1, (c : ℂ) * X 0 1;
         (c : ℂ) * X 1 0, (c : ℂ) ^ 2 * X 1 1] := by
  rw [openEvolution_eq_krausMap]
  ext i j
  fin_cases i <;> fin_cases j <;>
    simp [krausMap, krausBlock, exchange, Matrix.mul_apply, Fin.sum_univ_two] <;>
    ring

end

end UnitaryDilation
```

```lean
#print axioms UnitaryDilation.exists_unitary_krausBlock
-- 'UnitaryDilation.exists_unitary_krausBlock' depends on axioms: [propext, Classical.choice, Quot.sound]
#print axioms UnitaryDilation.unitary_dilation_iff
-- 'UnitaryDilation.unitary_dilation_iff' depends on axioms: [propext, Classical.choice, Quot.sound]
#print axioms UnitaryDilation.exchange_unitary
-- 'UnitaryDilation.exchange_unitary' depends on axioms: [propext, Classical.choice, Quot.sound]
#print axioms UnitaryDilation.openEvolution_exchange
-- 'UnitaryDilation.openEvolution_exchange' depends on axioms: [propext, Classical.choice, Quot.sound]
```
